# Energy curves with equal E0, V0, B0 and B1 and fourth derivatives within M differ by at most M (V − V0)⁴/24

Two equations of state, say Birch–Murnaghan and Vinet, can be given the same equilibrium volume V0, energy E0, bulk modulus B0 and pressure derivative B1, and still disagree under compression. If the fourth volume derivatives of their energies E and F differ by at most M on an interval containing V0, the energies differ there by at most M (V − V0)⁴/24.

In Lean 4 with Mathlib:

```lean
import Mathlib

open Set

namespace EquationOfStateAgreement

noncomputable section

/-- The pressure `P = -dE/dV` of an energy-volume curve. -/
def pressure (E : ℝ → ℝ) (V : ℝ) : ℝ := -deriv E V

/-- The bulk modulus `B = V E''(V)`. -/
def bulkModulus (E : ℝ → ℝ) (V : ℝ) : ℝ := V * iteratedDeriv 2 E V

/-- The pressure derivative of the bulk modulus, as the ratio of the volume derivatives
of `B` and `P`. -/
def bulkModulusSlope (E : ℝ → ℝ) (V : ℝ) : ℝ :=
  deriv (bulkModulus E) V / deriv (pressure E) V

/-- The energy is four times differentiable at every volume in `s`. -/
def FourTimesDifferentiableOn (E : ℝ → ℝ) (s : Set ℝ) : Prop :=
  ∀ k < 4, ∀ V ∈ s, DifferentiableAt ℝ (iteratedDeriv k E) V

/-- Two energies are stationary at the same volume `V0` and have there the same energy,
the same positive bulk modulus and the same pressure derivative of the bulk modulus. -/
structure SameEquilibriumData (E F : ℝ → ℝ) (V0 : ℝ) : Prop where
  energy : E V0 = F V0
  stationary_left : deriv E V0 = 0
  stationary_right : deriv F V0 = 0
  bulk_pos : 0 < bulkModulus E V0
  bulk : bulkModulus E V0 = bulkModulus F V0
  slope : bulkModulusSlope E V0 = bulkModulusSlope F V0

variable {E F : ℝ → ℝ} {s : Set ℝ} {V0 V M : ℝ}

/-- The pressure derivative of the bulk modulus is `-1 - V E'''/E''` wherever `E''` is
differentiable and nonzero. -/
theorem bulkModulusSlope_eq (hE : DifferentiableAt ℝ (iteratedDeriv 2 E) V)
    (h2 : iteratedDeriv 2 E V ≠ 0) :
    bulkModulusSlope E V = -1 - V * iteratedDeriv 3 E V / iteratedDeriv 2 E V := by
  have e2 : iteratedDeriv 2 E = deriv (iteratedDeriv 1 E) := iteratedDeriv_succ
  have e3 : iteratedDeriv 3 E = deriv (iteratedDeriv 2 E) := iteratedDeriv_succ
  rw [iteratedDeriv_one] at e2
  have hP : HasDerivAt (pressure E) (-iteratedDeriv 2 E V) V := by
    have hd : DifferentiableAt ℝ (deriv E) V :=
      differentiableAt_of_deriv_ne_zero (by rwa [← e2])
    rw [e2]
    exact hd.hasDerivAt.fun_neg
  have hB : HasDerivAt (bulkModulus E)
      (iteratedDeriv 2 E V + V * iteratedDeriv 3 E V) V := by
    rw [e3]
    exact ((hasDerivAt_id' V).fun_mul hE.hasDerivAt).congr_deriv (by ring)
  rw [bulkModulusSlope, hB.deriv, hP.deriv, div_neg, add_div, div_self h2]
  ring

/-- If the second derivatives of two energies are differentiable at `V0`, equal equilibrium data
mean equal derivatives at `V0` up to third order. -/
theorem derivatives_agree (hE : DifferentiableAt ℝ (iteratedDeriv 2 E) V0)
    (hF : DifferentiableAt ℝ (iteratedDeriv 2 F) V0) (h : SameEquilibriumData E F V0) :
    ∀ k < 4, iteratedDeriv k E V0 = iteratedDeriv k F V0 := by
  have hp := h.bulk_pos
  have hb := h.bulk
  unfold bulkModulus at hp hb
  have hv : V0 ≠ 0 := left_ne_zero_of_mul hp.ne'
  have h2E : iteratedDeriv 2 E V0 ≠ 0 := right_ne_zero_of_mul hp.ne'
  have h2 : iteratedDeriv 2 E V0 = iteratedDeriv 2 F V0 := mul_left_cancel₀ hv hb
  have h2F : iteratedDeriv 2 F V0 ≠ 0 := by rwa [← h2]
  -- the common slope now fixes the third derivative
  have hs := h.slope
  rw [bulkModulusSlope_eq hE h2E, bulkModulusSlope_eq hF h2F, ← h2] at hs
  have h3 : V0 * iteratedDeriv 3 E V0 / iteratedDeriv 2 E V0
      = V0 * iteratedDeriv 3 F V0 / iteratedDeriv 2 E V0 := by linarith
  rw [div_left_inj' h2E] at h3
  have h3' := mul_left_cancel₀ hv h3
  intro k hk
  interval_cases k
  · simpa using h.energy
  · simp only [iteratedDeriv_one, h.stationary_left, h.stationary_right]
  · exact h2
  · exact h3'

/-- A function that vanishes at `V0` and whose slope is at most `C |x - V0|^n` in absolute value on
an interval is itself at most `C |V - V0|^(n+1)/(n+1)` in absolute value there. -/
theorem integrate_bound (hs : s.OrdConnected) (h0 : V0 ∈ s) {g g' : ℝ → ℝ}
    (hg : ∀ x ∈ s, HasDerivAt g (g' x) x) (hg0 : g V0 = 0) {C : ℝ} {n : ℕ}
    (hb : ∀ x ∈ s, |g' x| ≤ C * |x - V0| ^ n) (hV : V ∈ s) :
    |g V| ≤ C * |V - V0| ^ (n + 1) / ((n : ℝ) + 1) := by
  have hc : Convex ℝ s := hs.convex
  -- follow the straight path from V0 to V
  have hmem : ∀ t ∈ Icc (0 : ℝ) 1, V0 + t * (V - V0) ∈ s := by
    intro t ht
    have hm := hc h0 hV (sub_nonneg.2 ht.2) ht.1 (by ring)
    have e : (1 - t) • V0 + t • V = V0 + t * (V - V0) := by
      simp only [smul_eq_mul]; ring
    rwa [e] at hm
  have hφ : ∀ t ∈ Icc (0 : ℝ) 1, HasDerivAt (fun t : ℝ => g (V0 + t * (V - V0)))
      (g' (V0 + t * (V - V0)) * (V - V0)) t := by
    intro t ht
    have hl : HasDerivAt (fun t : ℝ => V0 + t * (V - V0)) (V - V0) t :=
      (((hasDerivAt_id' t).mul_const (V - V0)).const_add V0).congr_deriv (one_mul _)
    have hcomp := (hg _ (hmem t ht)).comp_of_eq t hl rfl
    exact hcomp
  have hn : (n : ℝ) + 1 ≠ 0 := by positivity
  have hB : ∀ t : ℝ, HasDerivAt
      (fun t : ℝ => C * |V - V0| ^ (n + 1) / ((n : ℝ) + 1) * t ^ (n + 1))
      (C * |V - V0| ^ (n + 1) * t ^ n) t := by
    intro t
    refine ((hasDerivAt_pow (n + 1) t).const_mul _).congr_deriv ?_
    rw [Nat.add_sub_cancel]
    push_cast
    field_simp
  have hbound : ∀ t ∈ Ico (0 : ℝ) 1, ‖g' (V0 + t * (V - V0)) * (V - V0)‖
      ≤ C * |V - V0| ^ (n + 1) * t ^ n := by
    intro t ht
    have h := hb _ (hmem t ⟨ht.1, ht.2.le⟩)
    rw [show V0 + t * (V - V0) - V0 = t * (V - V0) by ring, abs_mul,
      abs_of_nonneg ht.1, mul_pow] at h
    rw [Real.norm_eq_abs, abs_mul]
    exact (mul_le_mul_of_nonneg_right h (abs_nonneg _)).trans_eq (by ring)
  have key := image_norm_le_of_norm_deriv_right_le_deriv_boundary
    (fun t ht => (hφ t ht).continuousAt.continuousWithinAt)
    (fun t ht => (hφ t ⟨ht.1, ht.2.le⟩).hasDerivWithinAt)
    (by simp [hg0]) hB hbound (right_mem_Icc.2 zero_le_one)
  simpa using key

/-- With equal equilibrium data and fourth derivatives within `M`, the derivatives of
order `k = 4 - j` differ by at most `M |V - V0|^j / j!`. -/
theorem derivative_gap (hs : s.OrdConnected) (h0 : V0 ∈ s)
    (hE : FourTimesDifferentiableOn E s) (hF : FourTimesDifferentiableOn F s)
    (h : SameEquilibriumData E F V0)
    (hM : ∀ V ∈ s, |iteratedDeriv 4 E V - iteratedDeriv 4 F V| ≤ M) :
    ∀ j k : ℕ, j + k = 4 → ∀ V ∈ s,
      |iteratedDeriv k E V - iteratedDeriv k F V| ≤ M * |V - V0| ^ j / (j.factorial : ℝ) := by
  intro j
  induction j with
  | zero =>
    intro k hk V hV
    obtain rfl : k = 4 := by omega
    simpa using hM V hV
  | succ j ih =>
    intro k hk V hV
    have hk4 : k < 4 := by omega
    -- integrate the bound for the next higher derivative
    have hstep := integrate_bound hs h0
      (g := fun x => iteratedDeriv k E x - iteratedDeriv k F x)
      (g' := fun x => iteratedDeriv (k + 1) E x - iteratedDeriv (k + 1) F x)
      (C := M / (j.factorial : ℝ)) (n := j)
      (fun x hx => by
        have a := (hE k hk4 x hx).hasDerivAt
        have b := (hF k hk4 x hx).hasDerivAt
        rw [← iteratedDeriv_succ] at a b
        exact a.fun_sub b)
      (sub_eq_zero.2 (derivatives_agree (hE 2 (by norm_num) V0 h0)
        (hF 2 (by norm_num) V0 h0) h k hk4))
      (fun x hx => by
        rw [div_mul_eq_mul_div]
        exact ih (k + 1) (by omega) x hx) hV
    refine hstep.trans_eq ?_
    rw [Nat.factorial_succ]
    push_cast
    rw [div_mul_eq_mul_div, div_div, mul_comm ((j : ℝ) + 1)]

/-- Two equations of state with the same equilibrium data, whose fourth energy derivatives
differ by at most `M` on an interval, have energies within `M (V - V0)^4 / 24` there. -/
theorem energy_gap (hs : s.OrdConnected) (h0 : V0 ∈ s)
    (hE : FourTimesDifferentiableOn E s) (hF : FourTimesDifferentiableOn F s)
    (h : SameEquilibriumData E F V0)
    (hM : ∀ V ∈ s, |iteratedDeriv 4 E V - iteratedDeriv 4 F V| ≤ M) (hV : V ∈ s) :
    |E V - F V| ≤ M * (V - V0) ^ 4 / 24 := by
  have hg := derivative_gap hs h0 hE hF h hM 4 0 rfl V hV
  have e : |V - V0| ^ 4 = (V - V0) ^ 4 := Even.pow_abs (by decide) _
  have f4 : ((Nat.factorial 4 : ℕ) : ℝ) = 24 := by norm_num [Nat.factorial]
  rw [e, f4] at hg
  simpa only [iteratedDeriv_zero] using hg

/-- Under the same conditions the pressures differ by at most `M |V - V0|^3 / 6`. -/
theorem pressure_gap (hs : s.OrdConnected) (h0 : V0 ∈ s)
    (hE : FourTimesDifferentiableOn E s) (hF : FourTimesDifferentiableOn F s)
    (h : SameEquilibriumData E F V0)
    (hM : ∀ V ∈ s, |iteratedDeriv 4 E V - iteratedDeriv 4 F V| ≤ M) (hV : V ∈ s) :
    |pressure E V - pressure F V| ≤ M * |V - V0| ^ 3 / 6 := by
  have hg := derivative_gap hs h0 hE hF h hM 3 1 rfl V hV
  have f3 : ((Nat.factorial 3 : ℕ) : ℝ) = 6 := by norm_num [Nat.factorial]
  rw [f3] at hg
  simp only [iteratedDeriv_one] at hg
  have e : pressure E V - pressure F V = -(deriv E V - deriv F V) := by
    unfold pressure; ring
  rwa [e, abs_neg]

/-- Under the same conditions the bulk moduli at a positive volume `V` differ by at most
`V M (V - V0)^2 / 2`. -/
theorem bulkModulus_gap (hs : s.OrdConnected) (h0 : V0 ∈ s)
    (hE : FourTimesDifferentiableOn E s) (hF : FourTimesDifferentiableOn F s)
    (h : SameEquilibriumData E F V0)
    (hM : ∀ V ∈ s, |iteratedDeriv 4 E V - iteratedDeriv 4 F V| ≤ M) (hV : V ∈ s)
    (hpos : 0 < V) :
    |bulkModulus E V - bulkModulus F V| ≤ V * (M * (V - V0) ^ 2 / 2) := by
  have hg := derivative_gap hs h0 hE hF h hM 2 2 rfl V hV
  have f2 : ((Nat.factorial 2 : ℕ) : ℝ) = 2 := by norm_num [Nat.factorial]
  rw [f2, sq_abs] at hg
  rw [bulkModulus, bulkModulus, ← mul_sub, abs_mul, abs_of_pos hpos]
  exact mul_le_mul_of_nonneg_left hg hpos.le

/-- A quartic polynomial in the volume change `V - V0`. -/
def quartic (V0 a b c d e V : ℝ) : ℝ :=
  a + b * (V - V0) + c * (V - V0) ^ 2 + d * (V - V0) ^ 3 + e * (V - V0) ^ 4

/-- The quartic energy with parameters `E0`, `V0`, `B0`, `B1` and quartic term
`c (V - V0)^4 / 24`. -/
def modelEnergy (E0 V0 B0 B1 c : ℝ) : ℝ → ℝ :=
  quartic V0 E0 0 (B0 / (2 * V0)) (-(B0 * (1 + B1) / (6 * V0 ^ 2))) (c / 24)

/-- The volume derivative of a quartic in `V - V0`. -/
theorem hasDerivAt_quartic (V0 a b c d e V : ℝ) :
    HasDerivAt (quartic V0 a b c d e) (quartic V0 b (2 * c) (3 * d) (4 * e) 0 V) V := by
  have h : HasDerivAt (fun x : ℝ => x - V0) 1 V := (hasDerivAt_id' V).sub_const V0
  have hq := ((((h.const_mul b).const_add a).fun_add ((h.fun_pow 2).const_mul c)).fun_add
    ((h.fun_pow 3).const_mul d)).fun_add ((h.fun_pow 4).const_mul e)
  exact hq.congr_deriv (by simp only [quartic, Nat.reduceSub, Nat.cast_ofNat]; ring)

/-- A quartic in `V - V0` is differentiable to all orders, with the stated second, third
and fourth derivatives. -/
theorem quartic_derivatives (V0 a b c d e : ℝ) :
    (∀ k V, DifferentiableAt ℝ (iteratedDeriv k (quartic V0 a b c d e)) V) ∧
    ∀ V, iteratedDeriv 2 (quartic V0 a b c d e) V
        = 2 * c + 6 * d * (V - V0) + 12 * e * (V - V0) ^ 2 ∧
      iteratedDeriv 3 (quartic V0 a b c d e) V = 6 * d + 24 * e * (V - V0) ∧
      iteratedDeriv 4 (quartic V0 a b c d e) V = 24 * e := by
  have hd : ∀ a b c d e, deriv (quartic V0 a b c d e)
      = quartic V0 b (2 * c) (3 * d) (4 * e) 0 :=
    fun a b c d e => funext fun V => (hasDerivAt_quartic V0 a b c d e V).deriv
  constructor
  · intro k
    induction k generalizing a b c d e with
    | zero =>
      intro V
      rw [iteratedDeriv_zero]
      exact (hasDerivAt_quartic V0 a b c d e V).differentiableAt
    | succ k ih =>
      intro V
      rw [iteratedDeriv_succ', hd]
      exact ih _ _ _ _ _ V
  · intro V
    refine ⟨?_, ?_, ?_⟩ <;> rw [iteratedDeriv_eq_iterate]
    · change deriv (deriv (quartic V0 a b c d e)) V = _
      simp only [hd, quartic]; ring
    · change deriv (deriv (deriv (quartic V0 a b c d e))) V = _
      simp only [hd, quartic]; ring
    · change deriv (deriv (deriv (deriv (quartic V0 a b c d e)))) V = _
      simp only [hd, quartic]; ring

/-- For any `E0`, `B1`, positive `V0`, `B0` and `M ≥ 0`, two polynomial energies share these
equilibrium data, have fourth derivatives exactly `M` apart, and differ by exactly `M (V - V0)^4 /
24` at every volume. -/
theorem energy_gap_sharp {B0 : ℝ} (hV0 : 0 < V0) (hB0 : 0 < B0) (hM : 0 ≤ M) (E0 B1 : ℝ) :
    SameEquilibriumData (modelEnergy E0 V0 B0 B1 M) (modelEnergy E0 V0 B0 B1 0) V0 ∧
    (∀ c, modelEnergy E0 V0 B0 B1 c V0 = E0 ∧
      bulkModulus (modelEnergy E0 V0 B0 B1 c) V0 = B0 ∧
      bulkModulusSlope (modelEnergy E0 V0 B0 B1 c) V0 = B1 ∧
      FourTimesDifferentiableOn (modelEnergy E0 V0 B0 B1 c) univ) ∧
    ∀ V, |iteratedDeriv 4 (modelEnergy E0 V0 B0 B1 M) V
        - iteratedDeriv 4 (modelEnergy E0 V0 B0 B1 0) V| = M ∧
      |modelEnergy E0 V0 B0 B1 M V - modelEnergy E0 V0 B0 B1 0 V|
        = M * (V - V0) ^ 4 / 24 := by
  have hq := fun c : ℝ => quartic_derivatives V0 E0 0 (B0 / (2 * V0))
    (-(B0 * (1 + B1) / (6 * V0 ^ 2))) (c / 24)
  have hst : ∀ c, deriv (modelEnergy E0 V0 B0 B1 c) V0 = 0 := fun c =>
    (hasDerivAt_quartic V0 _ _ _ _ _ V0).deriv.trans (by simp [quartic])
  have data : ∀ c, modelEnergy E0 V0 B0 B1 c V0 = E0 ∧
      bulkModulus (modelEnergy E0 V0 B0 B1 c) V0 = B0 ∧
      bulkModulusSlope (modelEnergy E0 V0 B0 B1 c) V0 = B1 ∧
      FourTimesDifferentiableOn (modelEnergy E0 V0 B0 B1 c) univ := by
    intro c
    have h2 : iteratedDeriv 2 (modelEnergy E0 V0 B0 B1 c) V0 = B0 / V0 :=
      ((hq c).2 V0).1.trans (by ring)
    have h3 : iteratedDeriv 3 (modelEnergy E0 V0 B0 B1 c) V0
        = -(B0 * (1 + B1) / V0 ^ 2) := ((hq c).2 V0).2.1.trans (by ring)
    refine ⟨by simp [modelEnergy, quartic], ?_, ?_, fun k _ V _ => (hq c).1 k V⟩
    · rw [bulkModulus, h2]
      field_simp
    · rw [bulkModulusSlope_eq (E := modelEnergy E0 V0 B0 B1 c) ((hq c).1 2 V0)
        (by rw [h2]; positivity), h2, h3]
      field_simp
      ring
  have h4 : ∀ c V, iteratedDeriv 4 (modelEnergy E0 V0 B0 B1 c) V = c := fun c V =>
    ((hq c).2 V).2.2.trans (by ring)
  refine ⟨⟨(data M).1.trans (data 0).1.symm, hst M, hst 0, ?_,
    (data M).2.1.trans (data 0).2.1.symm, (data M).2.2.1.trans (data 0).2.2.1.symm⟩,
    data, fun V => ⟨?_, ?_⟩⟩
  · rw [(data M).2.1]
    exact hB0
  · rw [h4, h4, sub_zero, abs_of_nonneg hM]
  · have e : modelEnergy E0 V0 B0 B1 M V - modelEnergy E0 V0 B0 B1 0 V
        = M * (V - V0) ^ 4 / 24 := by
      simp only [modelEnergy, quartic]; ring
    rw [e, abs_of_nonneg (by positivity)]

end

end EquationOfStateAgreement
```

```lean
#print axioms EquationOfStateAgreement.energy_gap
#print axioms EquationOfStateAgreement.pressure_gap
#print axioms EquationOfStateAgreement.bulkModulus_gap
#print axioms EquationOfStateAgreement.energy_gap_sharp
```

```
'EquationOfStateAgreement.energy_gap' depends on axioms: [propext, Classical.choice, Quot.sound]
'EquationOfStateAgreement.pressure_gap' depends on axioms: [propext, Classical.choice, Quot.sound]
'EquationOfStateAgreement.bulkModulus_gap' depends on axioms: [propext, Classical.choice, Quot.sound]
'EquationOfStateAgreement.energy_gap_sharp' depends on axioms: [propext, Classical.choice, Quot.sound]
```

## Equal parameters fix the derivatives up to third order

The pressure is P = −E′ and the bulk modulus is B = −V dP/dV = V E″. The file defines B1 as the ratio of the volume derivatives of B and P, and `bulkModulusSlope_eq` computes it:

B′ = E″ + V E‴

P′ = −E″

B′/P′ = −1 − V E‴/E″

At V0, the condition B0 = V0 E″(V0) > 0 makes both V0 and E″(V0) nonzero. Equal B0 therefore gives E″(V0) = F″(V0), and equal B1 then gives E‴(V0) = F‴(V0). Both first derivatives vanish at V0 and the energies agree there, so the difference D = E − F satisfies

D(V0) = D′(V0) = D″(V0) = D‴(V0) = 0.

This is `derivatives_agree`. The cancellations of V0 are the `mul_left_cancel₀` steps, and `interval_cases k` separates the four orders.

## Four integrations produce the factor 24

Suppose g(V0) = 0 and |g′(x)| ≤ C |x − V0|ⁿ. Write r = |V − V0| and follow the path x = V0 + t (V − V0) from t = 0 to t = 1. Along it,

|dg/dt| ≤ C rⁿ⁺¹ tⁿ,

and integrating over t gives

|g(V)| ≤ C rⁿ⁺¹/(n + 1).

The lemma `integrate_bound` obtains this from Mathlib's comparison theorem for functions with bounded derivatives, so the fourth derivative need not be continuous. Starting from |D⁗| ≤ M, repeated use gives

|D‴(V)| ≤ M r

|D″(V)| ≤ M r²/2

|D′(V)| ≤ M r³/6

|D(V)| ≤ M r⁴/24.

`derivative_gap` does this by induction on j, the number of integrations, for the derivative of order k = 4 − j. The last line is `energy_gap`. The line for D′ bounds the pressure difference (`pressure_gap`), and the line for D″, multiplied by V > 0, bounds the bulk-modulus difference (`bulkModulus_gap`).

## What the hypotheses mean physically

`SameEquilibriumData` collects the shared parameters. Its condition B0 > 0 expresses stability against a small uniform volume change at equilibrium. The set `s` is the volume interval: `s.OrdConnected` says that it has no gaps, and `h0` puts V0 in it. `FourTimesDifferentiableOn` asks for ordinary two-sided derivatives, even at an endpoint of `s`.

Energies are functions on all of ℝ, but only their behaviour on and immediately around `s` matters. The energy bound does not require positive volumes; a physical application takes `s` among them. The number M is assumed, not derived from any particular equation of state, and the model is a single energy–volume curve without temperature.

## Two polynomials attain the bound

With x = V − V0, `modelEnergy` is

E0 + B0 x²/(2 V0) − B0 (1 + B1) x³/(6 V0²) + c x⁴/24.

For V0 > 0, B0 > 0 and M ≥ 0, `energy_gap_sharp` shows that the choices c = M and c = 0 share all the equilibrium data and differ by exactly M x⁴/24 at every volume. The constant 1/24 is therefore the best possible. The proof differentiates the polynomials explicitly through `quartic_derivatives`.

Equality of B1 is needed. Take V0 = 1, B0 = 6 and the energies

E = 3x² − 5x³

F = 3x² − 6x³.

They have B1 = 4 and B1 = 5 and agree in the other parameters. Both fourth derivatives vanish, so M = 0 is allowed, yet the energies differ by |x|³.

## Comparing two forms in a calculation

In a script that compares two equations of state, one inserts the same E0, V0, B0 and B1 into both and bounds the difference of their fourth derivatives over the volume window. For volumes within 6% of V0, the energy difference is then at most 5.4 × 10⁻⁷ M V0⁴. A maximum over sampled volumes only estimates M. Fitting each form separately to the same computed energies generally gives different parameters, and the lower-order differences then have to be added.
